# The error of the Gamma-point spread as a sum over pairs of positions

For finitely many positions x_j on a line, with real weights p_j of total one, `spread_error_eq` concerns the variance minus the Gamma-point spread (L/2π)²(1 − |z|²), where z = ∑ p_j exp(2πi x_j/L) is the average phase in a periodic cell of length L. It states that this difference is a sum over ordered pairs of positions, in which a pair with separation d contributes the product of its weights times d²/2 − (L/2π)²(1 − cos(2πd/L)). The attempt writes the variance and |z|² as pair sums by two earlier lemmas, and means to do the same for the 1 in the spread, since the products p_i p_j also sum to one. It then compares the two sides term by term with `ring`.

In Lean, a first try:

```lean
import Mathlib

open Filter
open scoped Real Topology

namespace SpreadErrorEq

noncomputable section

variable {ι : Type*} [Fintype ι]

/-- The variance of the position `x` under the weights `p`, taken about the mean position. -/
def coordVariance (p x : ι → ℝ) : ℝ :=
  ∑ j, p j * (x j - ∑ i, p i * x i) ^ 2

/-- The average phase `z = ∑ p_j exp(2πi x_j / L)` in a periodic cell of length `L ≠ 0`. -/
def phaseAverage (p x : ι → ℝ) (L : ℝ) : ℂ :=
  ∑ j, (p j : ℂ) * Complex.exp (2 * π * Complex.I * x j / L)

/-- The Gamma-point spread `(L/2π)² (1 - |z|²)` in a periodic cell of length `L ≠ 0`. -/
def gammaSpread (p x : ι → ℝ) (L : ℝ) : ℝ :=
  (L / (2 * π)) ^ 2 * (1 - ‖phaseAverage p x L‖ ^ 2)

/-- The `k`-th moment of the separation of two positions drawn independently with weights `p`. -/
def pairMoment (p x : ι → ℝ) (k : ℕ) : ℝ :=
  ∑ i, ∑ j, p i * p j * (x i - x j) ^ k

/-- For weights of total one, the variance is half the mean squared separation of two
independently drawn positions. -/
theorem coordVariance_eq_pairMoment (p x : ι → ℝ) (hsum : ∑ j, p j = 1) :
    coordVariance p x = pairMoment p x 2 / 2 := by
  have h : ∀ a : ℝ, ∑ j, p j * (x j - a) ^ 2
      = ∑ j, p j * x j ^ 2 - 2 * a * ∑ j, p j * x j + a ^ 2 := by
    intro a
    calc ∑ j, p j * (x j - a) ^ 2
        = ∑ j, (p j * x j ^ 2 - 2 * a * (p j * x j) + a ^ 2 * p j) :=
          Finset.sum_congr rfl (fun j _ => by ring)
      _ = _ := by
          rw [Finset.sum_add_distrib, Finset.sum_sub_distrib, ← Finset.mul_sum,
            ← Finset.mul_sum, hsum, mul_one]
  have h2 : pairMoment p x 2
      = 2 * ∑ j, p j * x j ^ 2 - 2 * (∑ j, p j * x j) ^ 2 := by
    calc pairMoment p x 2 = ∑ i, p i * ∑ j, p j * (x j - x i) ^ 2 := by
          unfold pairMoment
          refine Finset.sum_congr rfl (fun i _ => ?_)
          rw [Finset.mul_sum]
          exact Finset.sum_congr rfl (fun j _ => by ring)
      _ = ∑ i, ((∑ j, p j * x j ^ 2) * p i - (2 * ∑ j, p j * x j) * (p i * x i)
            + p i * x i ^ 2) :=
          Finset.sum_congr rfl (fun i _ => by rw [h]; ring)
      _ = _ := by
          rw [Finset.sum_add_distrib, Finset.sum_sub_distrib, ← Finset.mul_sum,
            ← Finset.mul_sum, hsum]
          ring
  rw [h2, coordVariance, h]
  ring

/-- The squared modulus of the average phase is the sum, over ordered pairs of positions, of the
product of their weights and the cosine of `2π/L` times their separation. -/
theorem norm_sq_phaseAverage (p x : ι → ℝ) (L : ℝ) :
    ‖phaseAverage p x L‖ ^ 2
      = ∑ i, ∑ j, p i * p j * Real.cos (2 * π * (x i - x j) / L) := by
  have harg : ∀ j, (2 * π * Complex.I * x j / L : ℂ)
      = ((2 * π * x j / L : ℝ) : ℂ) * Complex.I := by
    intro j
    push_cast
    ring
  have hre : (phaseAverage p x L).re = ∑ j, p j * Real.cos (2 * π * x j / L) := by
    rw [phaseAverage, Complex.re_sum]
    refine Finset.sum_congr rfl (fun j _ => ?_)
    rw [harg, Complex.re_ofReal_mul, Complex.exp_ofReal_mul_I_re]
  have him : (phaseAverage p x L).im = ∑ j, p j * Real.sin (2 * π * x j / L) := by
    rw [phaseAverage, Complex.im_sum]
    refine Finset.sum_congr rfl (fun j _ => ?_)
    rw [harg, Complex.im_ofReal_mul, Complex.exp_ofReal_mul_I_im]
  rw [Complex.sq_norm, Complex.normSq_apply, hre, him, Finset.sum_mul_sum,
    Finset.sum_mul_sum, ← Finset.sum_add_distrib]
  refine Finset.sum_congr rfl (fun i _ => ?_)
  rw [← Finset.sum_add_distrib]
  refine Finset.sum_congr rfl (fun j _ => ?_)
  have e : 2 * π * (x i - x j) / L = 2 * π * x i / L - 2 * π * x j / L := by ring
  rw [e, Real.cos_sub]
  ring

/-- For weights of total one, the error of the Gamma-point spread is a sum over pairs of positions
of the product of their weights and a function of their separation. -/
theorem spread_error_eq (p x : ι → ℝ) (L : ℝ) (hsum : ∑ j, p j = 1) :
    coordVariance p x - gammaSpread p x L = ∑ i, ∑ j, p i * p j *
      ((x i - x j) ^ 2 / 2
        - (L / (2 * π)) ^ 2 * (1 - Real.cos (2 * π * (x i - x j) / L))) := by
  have one : ∑ i, ∑ j, p i * p j = 1 := by
    rw [← Finset.sum_mul_sum, hsum, mul_one]
  rw [coordVariance_eq_pairMoment p x hsum, gammaSpread, norm_sq_phaseAverage, ← one,
    div_eq_inv_mul]
  simp only [pairMoment, Finset.mul_sum, ← Finset.sum_sub_distrib]
  exact Finset.sum_congr rfl (fun i _ => Finset.sum_congr rfl (fun j _ => by ring))

end

end SpreadErrorEq
```

The compiler's answer:

```
Try this:
  [apply] ring_nf
  
  The `ring` tactic failed to close the goal. Use `ring_nf` to obtain a normal form.
    
  Note that `ring` works primarily in *commutative* rings. If you have a noncommutative ring, abelian group or module, consider using `noncomm_ring`, `abel` or `module` instead.
Main.lean:96:74: error: unsolved goals
ι : Type u_1
inst✝ : Fintype ι
p x : ι → ℝ
L : ℝ
hsum : ∑ j, p j = 1
one : ∑ i, ∑ j, p i * p j = 1
i : ι
x✝¹ : i ∈ Finset.univ
j : ι
x✝ : j ∈ Finset.univ
⊢ -(p i * p j * x i * x j) + p i * p j * x i ^ 2 * (1 / 2) + p i * p j * x j ^ 2 * (1 / 2) +
        p i * p j * L ^ 2 * π⁻¹ ^ 2 * (-1 / 4) +
      p i * p j * L ^ 2 * π⁻¹ ^ 2 * Real.cos (x i * π * L⁻¹ * 2 - x j * π * L⁻¹ * 2) * (1 / 4) =
    -(p i * p j * x i * x j) + p i * p j * x i ^ 2 * (1 / 2) + p i * p j * x j ^ 2 * (1 / 2) +
        p i * p j * L ^ 2 * π⁻¹ ^ 2 * Real.cos (x i * π * L⁻¹ * 2 - x j * π * L⁻¹ * 2) * (1 / 4) +
      (p i * p j * L ^ 2 * π⁻¹ ^ 2 * ∑ x, ∑ x_1, p x * p x_1) * (-1 / 4)
```

Cause. The error says that `ring` left the equality of the terms for `i` and `j` unproved. In the goal it left, the two sides differ in one term: where the left has only `p i * p j * L ^ 2 * π⁻¹ ^ 2 * (-1 / 4)`, the right has the same product with an extra factor `∑ x, ∑ x_1, p x * p x_1`. That sum is 1 by `one`, but `ring` does not use hypotheses.

The sum came from `← one`. `rw` replaces every instance of the pattern it finds, and here the pattern is the real number `1`, which stands in the spread on the left and also in `1 - Real.cos …` on the right. Only the first was meant to change.

The repair proves the rewritten form of the spread separately, as `split`, where `one` is used forwards to turn the double sum into `1`. Rewriting with `split` in the main goal then changes only `gammaSpread p x L`, so the `1` on the right stays and `ring` can close each term. The added comment has no effect on the proof.

After these edits no error is left:

```diff
@@ -91,6 +91,9 @@
   have one : ∑ i, ∑ j, p i * p j = 1 := by
     rw [← Finset.sum_mul_sum, hsum, mul_one]
-  rw [coordVariance_eq_pairMoment p x hsum, gammaSpread, norm_sq_phaseAverage, ← one,
-    div_eq_inv_mul]
+  -- write the 1 in the spread as a pair sum of weights
+  have split : gammaSpread p x L = (L / (2 * π)) ^ 2 * ((∑ i, ∑ j, p i * p j)
+      - ∑ i, ∑ j, p i * p j * Real.cos (2 * π * (x i - x j) / L)) := by
+    rw [one, gammaSpread, norm_sq_phaseAverage]
+  rw [coordVariance_eq_pairMoment p x hsum, split, div_eq_inv_mul]
   simp only [pairMoment, Finset.mul_sum, ← Finset.sum_sub_distrib]
   exact Finset.sum_congr rfl (fun i _ => Finset.sum_congr rfl (fun j _ => by ring))
```
